# Cauchy interlacing: adding a basis function never raises the smallest overlap eigenvalue

Before a calculation in a Gaussian basis solves its generalised eigenvalue problem, it commonly diagonalises the overlap matrix $S_{\mu\nu}=\langle\chi_\mu|\chi_\nu\rangle$ and compares the smallest eigenvalue with a threshold for near linear dependence. If a function is then added to the finite basis and the old functions are left unchanged, that eigenvalue can stay where it is or fall, but it cannot rise. A basis that failed the test therefore still fails it after the addition.

The reason is an inequality for Hermitian matrices. Let $A$ have size $n+1$, let $B$ be its leading $n\times n$ block, and number the eigenvalues of each matrix from zero in increasing order. Then

$$\lambda_k(A)\le\lambda_k(B)\le\lambda_{k+1}(A),\qquad k=0,\dots,n-1.$$

The entries lie in a field `𝕜` that is either the real or the complex numbers, so real symmetric matrices are included.

```lean
import Mathlib

open Matrix

namespace CauchyInterlacing

noncomputable section

variable {𝕜 : Type*} [RCLike 𝕜]
```

## Sorted levels and expectation values

The spectrum $\lambda_0\le\dots\le\lambda_{n-1}$ of an $n\times n$ Hermitian matrix is listed with multiplicity, so a degenerate level appears as often as its degeneracy. In the code, `level hA i` is $\lambda_i(A)$, where `hA` is the proof that $A$ is Hermitian.

```lean
/-- The eigenvalues of a Hermitian matrix, listed in increasing order with multiplicity. -/
def level {n : ℕ} {A : Matrix (Fin n) (Fin n) 𝕜} (hA : A.IsHermitian) : Fin n → ℝ :=
  hA.eigenvalues ∘ Tuple.sort hA.eigenvalues
```

For a coefficient vector $x$, not necessarily normalised, write $E_A(x)=\mathrm{Re}\,x^\dagger A x$. With $A=1$ this is the squared norm $x^\dagger x$, so the normalised expectation value of a nonzero $x$ is $E_A(x)/E_1(x)$. The word "energy" fits when $A$ is a Hamiltonian matrix in an orthonormal basis; for an overlap matrix the same expression is the squared norm of the function $\sum_\mu x_\mu\chi_\mu$.

```lean
/-- The unnormalised expectation value `x† A x` (its real part); for `A = 1` it is the
squared norm of `x`. -/
def energy {n : ℕ} (A : Matrix (Fin n) (Fin n) 𝕜) (x : Fin n → 𝕜) : ℝ :=
  RCLike.re (star x ⬝ᵥ A *ᵥ x)
```

The spectral theorem supplies a unitary $U$ whose columns are eigenvectors in the sorted order:

$$U^\dagger U=1,\qquad AU=U\,\mathrm{diag}(\lambda_0,\dots,\lambda_{n-1}).$$

The proof takes Mathlib's orthonormal eigenvectors and permutes them with the permutation that sorts the eigenvalues. Orthonormality gives the first equation entry by entry, and the eigenvalue equation gives the second.

```lean
/-- The levels are in increasing order, and there is a unitary matrix whose columns are
eigenvectors belonging to them. -/
theorem level_spectral {n : ℕ} {A : Matrix (Fin n) (Fin n) 𝕜} (hA : A.IsHermitian) :
    Monotone (level hA) ∧ ∃ U : Matrix (Fin n) (Fin n) 𝕜,
      Uᴴ * U = 1 ∧ A * U = U * diagonal (fun i => (level hA i : 𝕜)) := by
  refine ⟨Tuple.monotone_sort _,
    Matrix.of fun r i => (hA.eigenvectorBasis (Tuple.sort hA.eigenvalues i)).ofLp r, ?_, ?_⟩
  · ext i j
    have h := orthonormal_iff_ite.mp hA.eigenvectorBasis.orthonormal
      (Tuple.sort hA.eigenvalues i) (Tuple.sort hA.eigenvalues j)
    simp only [PiLp.inner_apply, RCLike.inner_apply, EmbeddingLike.apply_eq_iff_eq] at h
    rw [Matrix.mul_apply, Matrix.one_apply, ← h]
    exact Finset.sum_congr rfl fun r _ => mul_comm _ _
  · ext r i
    have h := congrFun (hA.mulVec_eigenvectorBasis (Tuple.sort hA.eigenvalues i)) r
    rw [Pi.smul_apply, RCLike.real_smul_eq_coe_mul] at h
    rw [Matrix.mul_diagonal]
    exact h.trans (mul_comm _ _)
```

## Energy as a weighted sum of levels

Let $V$ be an $N\times m$ matrix whose columns are trial vectors. A vector $x$ of $m$ coefficients describes the state $Vx$, and

$$x^\dagger(V^\dagger A V)x=(Vx)^\dagger A(Vx).$$

The projected matrix thus gives each state the energy it has in the full space.

```lean
/-- The energy of `x` under the projected matrix `V† A V` is the energy of `V x` under `A`. -/
theorem energy_compress {N m : ℕ} (A : Matrix (Fin N) (Fin N) 𝕜)
    (V : Matrix (Fin N) (Fin m) 𝕜) (x : Fin m → 𝕜) :
    energy (Vᴴ * A * V) x = energy A (V *ᵥ x) := by
  unfold energy
  rw [Matrix.star_mulVec, ← Matrix.dotProduct_mulVec]
  simp only [Matrix.mulVec_mulVec, Matrix.mul_assoc]
```

Now let $AU=UD$ with $U$ unitary and $D=\mathrm{diag}(d_i)$ real. Since $U$ is square, $UU^\dagger=1$ as well, and $A=UDU^\dagger$. With the amplitudes $c=U^\dagger x$,

$$E_A(x)=\mathrm{Re}\,c^\dagger D c=\sum_i d_i|c_i|^2 .$$

The code obtains the first equality from the previous lemma, with $U^\dagger$ in the place of $V$, and then evaluates the diagonal form term by term.

```lean
/-- The energy is the sum of the eigenvalues weighted by the squared amplitudes of the state
on the eigenvectors. -/
theorem energy_expansion {n : ℕ} {A U : Matrix (Fin n) (Fin n) 𝕜} {d : Fin n → ℝ}
    (hU : Uᴴ * U = 1) (hAU : A * U = U * diagonal (fun i => (d i : 𝕜))) (x : Fin n → 𝕜) :
    energy A x = ∑ i, d i * ‖(Uᴴ *ᵥ x) i‖ ^ 2 := by
  have hA : A = (Uᴴ)ᴴ * diagonal (fun i => (d i : 𝕜)) * Uᴴ := by
    rw [conjTranspose_conjTranspose, ← hAU, Matrix.mul_assoc, mul_eq_one_comm.mp hU,
      Matrix.mul_one]
  rw [hA, energy_compress]
  generalize Uᴴ *ᵥ x = c
  simp only [energy, dotProduct, Matrix.mulVec_diagonal, Pi.star_apply, map_sum]
  refine Finset.sum_congr rfl fun i _ => ?_
  have h : star (c i) * ((d i : 𝕜) * c i) = (d i : 𝕜) * (starRingEnd 𝕜 (c i) * c i) := by
    rw [starRingEnd_apply]; ring
  rw [h, RCLike.conj_mul, ← RCLike.ofReal_pow, ← RCLike.ofReal_mul, RCLike.ofReal_re]
```

For $A=1$ the same expansion gives $E_1(x)=\sum_i|c_i|^2$. Suppose that every $i$ has either $c_i=0$ or $d_i\ge t$. Then $t|c_i|^2\le d_i|c_i|^2$ for every $i$, and summation gives

$$t\,E_1(x)\le E_A(x).$$

If instead $c_i=0$ or $d_i\le t$ for every $i$, the inequality is reversed. A state built from high levels has a high mean energy, and one built from low levels a low one.

```lean
/-- A state built only from eigenvectors with eigenvalue at least `t` has mean energy at least
`t`, and likewise with at most in place of at least. -/
theorem energy_bounds {n : ℕ} {A U : Matrix (Fin n) (Fin n) 𝕜} {d : Fin n → ℝ}
    (hU : Uᴴ * U = 1) (hAU : A * U = U * diagonal (fun i => (d i : 𝕜)))
    (t : ℝ) (x : Fin n → 𝕜) :
    ((∀ i, (Uᴴ *ᵥ x) i = 0 ∨ t ≤ d i) → t * energy 1 x ≤ energy A x) ∧
    ((∀ i, (Uᴴ *ᵥ x) i = 0 ∨ d i ≤ t) → energy A x ≤ t * energy 1 x) := by
  have h1 : energy 1 x = ∑ i, (1 : ℝ) * ‖(Uᴴ *ᵥ x) i‖ ^ 2 :=
    energy_expansion (d := fun _ => 1) hU (by simp) x
  rw [h1, energy_expansion hU hAU x, Finset.mul_sum]
  constructor <;> intro h <;> refine Finset.sum_le_sum fun i _ => ?_
  · rcases h i with h | h
    · simp [h]
    · rw [one_mul]
      exact mul_le_mul_of_nonneg_right h (sq_nonneg _)
  · rcases h i with h | h
    · simp [h]
    · rw [one_mul]
      exact mul_le_mul_of_nonneg_right h (sq_nonneg _)
```

To compare two such bounds later, one must divide by the squared norm. It is $\sum_i|x_i|^2$, which is positive as soon as one coefficient is nonzero.

```lean
/-- A nonzero state has positive squared norm. -/
theorem energy_one_pos {n : ℕ} {x : Fin n → 𝕜} (hx : x ≠ 0) : 0 < energy 1 x := by
  have h : energy 1 x = ∑ i, (1 : ℝ) * ‖((1 : Matrix (Fin n) (Fin n) 𝕜)ᴴ *ᵥ x) i‖ ^ 2 :=
    energy_expansion (d := fun _ => 1) (by simp) (by simp) x
  rw [conjTranspose_one, Matrix.one_mulVec] at h
  rw [h]
  obtain ⟨i, hi⟩ := Function.ne_iff.mp hx
  refine Finset.sum_pos' (fun _ _ => by positivity) ⟨i, Finset.mem_univ i, ?_⟩
  rw [one_mul]
  exact pow_pos (norm_pos_iff.mpr hi) 2
```

## A trial state that satisfies both sets of conditions

Impose $p$ homogeneous linear conditions on $m$ coefficients. They form a linear map from an $m$-dimensional space to a $p$-dimensional one. If $p<m$, this map cannot be injective, so some nonzero $x$ satisfies all the conditions.

Here the conditions come in two groups: selected components of $Kx$ vanish, and selected components of $Lx$ vanish. The matrices $K$ and $L$ will read off the amplitudes of one state on the eigenvectors of the small and the large matrix.

```lean
/-- Fewer than `m` homogeneous linear conditions on `m` expansion coefficients leave a nonzero trial
state. -/
theorem exists_trial {N m : ℕ} (K : Matrix (Fin m) (Fin m) 𝕜) (L : Matrix (Fin N) (Fin m) 𝕜)
    (s : Finset (Fin m)) (t : Finset (Fin N)) (h : s.card + t.card < m) :
    ∃ x : Fin m → 𝕜, x ≠ 0 ∧ (∀ i ∈ s, (K *ᵥ x) i = 0) ∧ (∀ i ∈ t, (L *ᵥ x) i = 0) := by
  by_contra hno
  let f : (Fin m → 𝕜) →ₗ[𝕜] (s → 𝕜) × (t → 𝕜) :=
    LinearMap.prod ((LinearMap.funLeft 𝕜 𝕜 (Subtype.val : s → Fin m)).comp K.mulVecLin)
      ((LinearMap.funLeft 𝕜 𝕜 (Subtype.val : t → Fin N)).comp L.mulVecLin)
  -- without such a state the conditions would embed `m` dimensions into fewer
  have hf : Function.Injective f := (injective_iff_map_eq_zero f).mpr fun x hx =>
    by_contra fun hne => hno ⟨x, hne,
      fun i hi => congrFun (congrArg Prod.fst hx) ⟨i, hi⟩,
      fun i hi => congrFun (congrArg Prod.snd hx) ⟨i, hi⟩⟩
  have hd := LinearMap.finrank_le_finrank_of_injective hf
  rw [Module.finrank_prod] at hd
  simp only [Module.finrank_fintype_fun_eq_card, Fintype.card_coe, Fintype.card_fin] at hd
  omega
```

## Ritz levels in a smaller orthonormal basis

Let $V^\dagger V=1$, so that the $m$ trial vectors are orthonormal (hence $m\le N$), and let $B=V^\dagger AV$. The eigenvalues of $B$ are the Ritz levels of $A$ in the span of these vectors. The claim has two parts:

- if $i\le k$, then $\lambda_i(A)\le\lambda_k(B)$;
- if $i\ge k+N-m$, then $\lambda_k(B)\le\lambda_i(A)$.

Let $U$ and $W$ be the sorted eigenvector matrices of $A$ and $B$. A state $x$ has amplitudes $W^\dagger x$ on the eigenvectors of $B$, and $Vx$ has amplitudes $U^\dagger Vx$ on those of $A$.

For the first part, require $(W^\dagger x)_j=0$ for $j>k$ and $(U^\dagger Vx)_j=0$ for $j<i$. These are $(m-1-k)+i$ conditions, fewer than $m$ exactly when $i\le k$, so a nonzero $x$ exists. It contains only levels of $B$ up to $\lambda_k(B)$, while $Vx$ contains only levels of $A$ from $\lambda_i(A)$ upwards. Since $E_1(Vx)=E_1(x)$,

$$\lambda_i(A)\,E_1(x)\le E_A(Vx)=E_B(x)\le\lambda_k(B)\,E_1(x),$$

and division by $E_1(x)>0$ gives the bound.

For the second part, exchange high and low: require $(W^\dagger x)_j=0$ for $j<k$ and $(U^\dagger Vx)_j=0$ for $j>i$. There are now $k+(N-1-i)$ conditions, fewer than $m$ exactly when $N+k\le i+m$. The same chain, read with the inequalities reversed, gives $\lambda_k(B)\le\lambda_i(A)$.

In the code, `hE` and `hN` are the equalities of energy and norm, `omega` checks the two counts, and `hlo` and `hup` are the lower and upper energy bounds. The condition on $i$ is written as `N + (k : ℕ) ≤ i + m`, which avoids subtraction of natural numbers.

```lean
/-- Poincaré separation: the Ritz levels of `A` in `m` orthonormal trial vectors (the columns of
`V`) are at least the levels of `A` with the same or lower index, and at most those whose index is
higher by at least `N - m`. -/
theorem poincare_separation {N m : ℕ} {A : Matrix (Fin N) (Fin N) 𝕜}
    {B : Matrix (Fin m) (Fin m) 𝕜} (hA : A.IsHermitian) (hB : B.IsHermitian)
    (V : Matrix (Fin N) (Fin m) 𝕜) (hV : Vᴴ * V = 1) (hBA : B = Vᴴ * A * V)
    (i : Fin N) (k : Fin m) :
    ((i : ℕ) ≤ k → level hA i ≤ level hB k) ∧
    (N + (k : ℕ) ≤ i + m → level hB k ≤ level hA i) := by
  obtain ⟨monA, U, hU, hAU⟩ := level_spectral hA
  obtain ⟨monB, W, hW, hBW⟩ := level_spectral hB
  have hi := i.isLt
  have hk := k.isLt
  have hE (x : Fin m → 𝕜) : energy B x = energy A (V *ᵥ x) := by
    rw [hBA, energy_compress]
  have hN (x : Fin m → 𝕜) : energy 1 (V *ᵥ x) = energy 1 x := by
    rw [← energy_compress, Matrix.mul_one, hV]
  constructor <;> intro hik
  · -- a state low in the spectrum of `B` and high in the spectrum of `A`
    obtain ⟨x, hx, h1, h2⟩ := exists_trial Wᴴ (Uᴴ * V) (Finset.Ioi k) (Finset.Iio i)
      (by rw [Fin.card_Ioi, Fin.card_Iio]; omega)
    have hlo := (energy_bounds hU hAU (level hA i) (V *ᵥ x)).1 fun j => by
      rw [Matrix.mulVec_mulVec]
      exact (lt_or_ge j i).imp (fun h => h2 j (Finset.mem_Iio.mpr h)) (fun h => monA h)
    have hup := (energy_bounds hW hBW (level hB k) x).2 fun j =>
      (lt_or_ge k j).imp (fun h => h1 j (Finset.mem_Ioi.mpr h)) (fun h => monB h)
    rw [hN, ← hE] at hlo
    exact le_of_mul_le_mul_right (hlo.trans hup) (energy_one_pos hx)
  · -- a state high in the spectrum of `B` and low in the spectrum of `A`
    obtain ⟨x, hx, h1, h2⟩ := exists_trial Wᴴ (Uᴴ * V) (Finset.Iio k) (Finset.Ioi i)
      (by rw [Fin.card_Ioi, Fin.card_Iio]; omega)
    have hup := (energy_bounds hU hAU (level hA i) (V *ᵥ x)).2 fun j => by
      rw [Matrix.mulVec_mulVec]
      exact (lt_or_ge i j).imp (fun h => h2 j (Finset.mem_Ioi.mpr h)) (fun h => monA h)
    have hlo := (energy_bounds hW hBW (level hB k) x).1 fun j =>
      (lt_or_ge j k).imp (fun h => h1 j (Finset.mem_Iio.mpr h)) (fun h => monB h)
    rw [hN, ← hE] at hup
    exact le_of_mul_le_mul_right (hlo.trans hup) (energy_one_pos hx)
```

This form suits nested bases that have been orthonormalised separately, because $V$ may be any matrix that expresses the smaller orthonormal basis in the larger one. The matrix $A$ must represent one fixed operator. A Fock matrix that is made self-consistent anew in each basis does not meet that condition, so the theorem does not order Hartree–Fock orbital energies between bases.

## Deleting one function

Keeping the functions numbered $e(0),\dots,e(m-1)$, all different, amounts to choosing unit vectors as the columns of $V$: $V_{ra}=\delta_{r,e(a)}$. Then

$$(V^\dagger AV)_{ab}=A_{e(a)e(b)},\qquad (V^\dagger V)_{ab}=\delta_{e(a)e(b)}=\delta_{ab}.$$

The orthonormality here concerns coefficient vectors. The basis functions themselves may overlap, which is why the result can be applied to $S$.

```lean
/-- Keeping only the basis functions picked out by `e` is a projection on orthonormal trial
vectors, and the projected matrix is the corresponding block of `A`. -/
theorem selection_witness {N m : ℕ} (A : Matrix (Fin N) (Fin N) 𝕜) (e : Fin m → Fin N)
    (he : Function.Injective e) :
    ((1 : Matrix (Fin N) (Fin N) 𝕜).submatrix id e)ᴴ *       (1 : Matrix (Fin N) (Fin N) 𝕜).submatrix id e = 1 ∧
    A.submatrix e e = ((1 : Matrix (Fin N) (Fin N) 𝕜).submatrix id e)ᴴ * A *
      (1 : Matrix (Fin N) (Fin N) 𝕜).submatrix id e := by
  have h (M : Matrix (Fin N) (Fin N) 𝕜) :
      M.submatrix e e = ((1 : Matrix (Fin N) (Fin N) 𝕜).submatrix id e)ᴴ * M *
        (1 : Matrix (Fin N) (Fin N) 𝕜).submatrix id e := by
    rw [conjTranspose_submatrix, conjTranspose_one]
    ext i j
    simp [Matrix.mul_apply, Matrix.one_apply]
  refine ⟨?_, h A⟩
  have h1 := h 1
  rw [Matrix.mul_one, Matrix.submatrix_one e he] at h1
  exact h1.symm
```

For the leading block, $N=n+1$, $m=n$ and $e(a)=a$. The two parts of the separation theorem, with $i=k$ and $i=k+1$, are the interlacing inequalities. In Lean, `k.castSucc` is the number $k$ regarded as an index of the larger matrix, `k.succ` is $k+1$, and `hA.submatrix Fin.castSucc` states that the block is Hermitian.

```lean
/-- Cauchy interlacing: level `k` of the leading `n` by `n` block lies between the levels `k` and `k
+ 1` of the full Hermitian matrix of size `n + 1`. -/
theorem cauchy_interlacing {n : ℕ} {A : Matrix (Fin (n + 1)) (Fin (n + 1)) 𝕜}
    (hA : A.IsHermitian) (k : Fin n) :
    level hA k.castSucc ≤ level (hA.submatrix Fin.castSucc) k ∧
    level (hA.submatrix Fin.castSucc) k ≤ level hA k.succ := by
  obtain ⟨hV, hB⟩ := selection_witness A Fin.castSucc (Fin.castSucc_injective n)
  have h (i : Fin (n + 1)) :=
    poincare_separation hA (hA.submatrix Fin.castSucc) _ hV hB i k
  exact ⟨(h k.castSucc).1 (by simp), (h k.succ).2 (by rw [Fin.val_succ]; omega)⟩
```

The left inequality says that no Ritz level of a fixed Hamiltonian rises when an orthonormal basis is extended by one function.

## Consequences for the overlap matrix

Let $S$ have size $n+2$, so that the block $S'$ of size $n+1$ is never empty. Interlacing at the two ends of the spectrum gives

$$\lambda_0(S)\le\lambda_0(S'),\qquad \lambda_n(S')\le\lambda_{n+1}(S).$$

If $\lambda_0(S)>0$, which for an overlap matrix means that the enlarged basis is linearly independent, then both denominators below are positive and

$$\frac{\lambda_n(S')}{\lambda_0(S')}\le\frac{\lambda_{n+1}(S)}{\lambda_0(S)} .$$

This ratio is the spectral condition number, so adding a function never improves the conditioning. The first inequality needs no positivity, and the theorem assumes only that $S$ is Hermitian. It gives no estimate of how far the smallest eigenvalue falls, and it concerns exact eigenvalues, without rounding errors.

```lean
/-- Adding a function to a basis never raises the smallest overlap eigenvalue and, if the
enlarged overlap matrix has only positive eigenvalues, never lowers the ratio of the largest
to the smallest one. -/
theorem overlap_conditioning {n : ℕ} {S : Matrix (Fin (n + 2)) (Fin (n + 2)) 𝕜}
    (hS : S.IsHermitian) :
    level hS 0 ≤ level (hS.submatrix Fin.castSucc) 0 ∧
    (0 < level hS 0 →
      level (hS.submatrix Fin.castSucc) (Fin.last n) / level (hS.submatrix Fin.castSucc) 0
        ≤ level hS (Fin.last (n + 1)) / level hS 0) := by
  have hlow : level hS 0 ≤ level (hS.submatrix Fin.castSucc) 0 :=
    (cauchy_interlacing hS 0).1
  have htop : level (hS.submatrix Fin.castSucc) (Fin.last n) ≤ level hS (Fin.last (n + 1)) :=
    (cauchy_interlacing hS (Fin.last n)).2
  refine ⟨hlow, fun hpos => ?_⟩
  have hnn : 0 ≤ level hS (Fin.last (n + 1)) :=
    hpos.le.trans ((level_spectral hS).1 (Fin.zero_le _))
  exact div_le_div₀ hnn htop hpos hlow

end

end CauchyInterlacing
```

```lean
#print axioms CauchyInterlacing.overlap_conditioning
-- 'CauchyInterlacing.overlap_conditioning' depends on axioms: [propext, Classical.choice, Quot.sound]
```
